# The truncated many-body expansion as a weighted sum of cluster energies, for orders below the number of fragments

Let \(F\) be a set of \(N\) fragments, \(E(T)\) the energy of a cluster \(T\subseteq F\), and \(D(S)\) the many-body increment of a cluster \(S\): its energy minus the increments of all its proper subclusters. For every order \(n<N\),

\[
\sum_{\substack{S\subseteq F\\ |S|\le n}} D(S)=\sum_{\substack{T\subseteq F\\ |T|=m\le n}}(-1)^{n-m}\binom{N-m-1}{n-m}E(T).
\]

The left side is the many-body expansion truncated at order \(n\), which estimates the energy of a large system from calculations on small clusters. The right side gives the weight with which each calculated energy enters. In fragment-based electronic structure this shows how errors propagate, provided that each cluster has one fixed energy: at second order, an error in a monomer energy enters the total multiplied by \(-(N-2)\) if the pair energies are held fixed.

The identity is algebraic and holds for any real function \(E\). The step from it to a real system is the assumption that the sum of all increments beyond order \(n\) is small, and no hypothesis below supplies that. It is not enough that each of them is small, since their number grows quickly with \(N\).

## Clusters, increments and the truncated sum

```lean
import Mathlib

open Finset

namespace ManyBodyExpansion

variable {ι : Type*} [DecidableEq ι]
```

The type `ι` contains the fragment labels. A cluster is a `Finset ι`, a finite set of labels; geometry and electronic structure enter only through the energy assigned to it.

```lean
/-- The many-body increment of a cluster `S`: the alternating sum of the energies of all
its subclusters. -/
def increment (E : Finset ι → ℝ) (S : Finset ι) : ℝ :=
  ∑ T ∈ S.powerset, (-1 : ℝ) ^ (S.card - T.card) * E T
```

The energy is a function `E : Finset ι → ℝ`, one real number per cluster. `S.powerset` is the set of all subsets of `S`, and `S.card` is the number of fragments in it. The definition therefore reads

\[
D(S)=\sum_{T\subseteq S}(-1)^{|S|-|T|}E(T).
\]

For a pair, \(D(\{a,b\})=E(\{a,b\})-E(\{a\})-E(\{b\})+E(\emptyset)\). Textbooks usually omit the empty cluster, which amounts to setting \(E(\emptyset)=0\); here it is kept. A scheme in which the energy of \(T\) changes with the larger cluster \(S\) under study, for instance because the basis set of \(S\) is used, does not fit this definition.

```lean
/-- The many-body expansion of the energy of the fragments `F`, truncated at order `n`:
the sum of the increments of all clusters of at most `n` fragments. -/
def truncated (E : Finset ι → ℝ) (F : Finset ι) (n : ℕ) : ℝ :=
  ∑ S ∈ F.powerset.filter (fun S => S.card ≤ n), increment E S
```

`truncated E F n` is the left side of the main identity. The `filter` keeps those subclusters of `F` that have at most `n` fragments.

## Two counting lemmas

```lean
/-- An alternating sum of binomial coefficients, stopped at order `k`, is a single
binomial coefficient up to sign. -/
theorem partial_alternating_sum (M k : ℕ) :
    ∑ j ∈ range (k + 1), (-1 : ℝ) ^ j * ((M + 1).choose j : ℝ)
      = (-1) ^ k * (M.choose k : ℝ) := by
  induction k with
  | zero => simp
  | succ k ih =>
    rw [sum_range_succ, ih, Nat.choose_succ_succ']
    push_cast
    ring
```

A theorem in Lean has a name, its variables and hypotheses, a statement after the colon, and a proof after `:=`. Since `range (k + 1)` is \(\{0,\dots,k\}\), this one says

\[
\sum_{j=0}^{k}(-1)^j\binom{M+1}{j}=(-1)^k\binom{M}{k}.
\]

Use induction on \(k\). At \(k=0\) both sides are 1. Adding the next term to the formula for \(k\) and applying Pascal's rule gives

\[
(-1)^k\binom{M}{k}+(-1)^{k+1}\left[\binom{M}{k}+\binom{M}{k+1}\right]=(-1)^{k+1}\binom{M}{k+1}.
\]

In the proof, `sum_range_succ` splits off the last term, `ih` is the induction hypothesis, `Nat.choose_succ_succ'` is Pascal's rule, and `ring` does the algebra.

```lean
/-- For `U ⊆ F`, a sum over all clusters between `U` and `F` of a weight that depends only on the
number of added fragments is a binomial sum over that number. -/
theorem sum_between {U F : Finset ι} (hU : U ⊆ F) (g : ℕ → ℝ) :
    ∑ S ∈ F.powerset.filter (fun S => U ⊆ S), g (S.card - U.card)
      = ∑ j ∈ range (F.card - U.card + 1), g j * ((F.card - U.card).choose j : ℝ) := by
  -- remove the common part `U` from every cluster
  have h : ∑ S ∈ F.powerset.filter (fun S => U ⊆ S), g (S.card - U.card)
      = ∑ W ∈ (F \ U).powerset, g W.card := by
    refine Finset.sum_bij' (fun S _ => S \ U) (fun W _ => W ∪ U) ?_ ?_ ?_ ?_ ?_
    · intro S hS
      simp only [mem_filter, mem_powerset] at hS ⊢
      exact sdiff_subset_sdiff hS.1 (Finset.Subset.refl U)
    · intro W hW
      simp only [mem_filter, mem_powerset] at hW ⊢
      exact ⟨union_subset (hW.trans sdiff_subset) hU, subset_union_right⟩
    · intro S hS
      exact sdiff_union_of_subset (mem_filter.mp hS).2
    · intro W hW
      ext x
      have hx : x ∈ W → x ∈ F ∧ x ∉ U := fun h => mem_sdiff.mp (mem_powerset.mp hW h)
      simp only [mem_sdiff, mem_union]
      tauto
    · intro S hS
      simp only [card_sdiff_of_subset (mem_filter.mp hS).2]
  rw [h, Finset.sum_powerset_apply_card g, card_sdiff_of_subset hU]
  exact sum_congr rfl fun j _ => by rw [nsmul_eq_mul, mul_comm]
```

For \(U\subseteq F\) and any real function \(g\) of a natural number,

\[
\sum_{U\subseteq S\subseteq F} g(|S|-|U|)=\sum_{j=0}^{|F|-|U|} g(j)\binom{|F|-|U|}{j}.
\]

A cluster \(S\) between \(U\) and \(F\) is fixed by the fragments \(W=S\setminus U\) added to \(U\). There are \(\binom{|F|-|U|}{j}\) ways to add \(j\) of them, and each contributes \(g(j)\).

`Finset.sum_bij'` carries out this change of variable. Its five goals ask that \(S\mapsto S\setminus U\) and \(W\mapsto W\cup U\) land in the right sets, that they undo each other in both orders, and that the summands agree. `Finset.sum_powerset_apply_card` then counts the sets \(W\) by size.

## Increments restore the energy and obey the recursion

```lean
/-- The increments of all subclusters of `F` add up to the energy of `F`. -/
theorem sum_increment (E : Finset ι → ℝ) (F : Finset ι) :
    ∑ S ∈ F.powerset, increment E S = E F := by
  have swap : ∑ S ∈ F.powerset, increment E S
      = ∑ U ∈ F.powerset, ∑ S ∈ F.powerset.filter (fun S => U ⊆ S),
          (-1 : ℝ) ^ (S.card - U.card) * E U := by
    unfold increment
    refine Finset.sum_comm' ?_
    intro S U
    simp only [mem_filter, mem_powerset]
    exact ⟨fun h => ⟨⟨h.1, h.2⟩, h.2.trans h.1⟩, fun h => h.1⟩
  have coeff : ∀ U ⊆ F, ∑ S ∈ F.powerset.filter (fun S => U ⊆ S),
      (-1 : ℝ) ^ (S.card - U.card) = ∑ j ∈ range (F.card - U.card + 1),
        (-1 : ℝ) ^ j * ((F.card - U.card).choose j : ℝ) :=
    fun U hU => sum_between hU (fun j => (-1 : ℝ) ^ j)
  -- only the full cluster survives
  rw [swap, Finset.sum_eq_single F]
  · rw [← sum_mul, coeff F (Finset.Subset.refl F)]
    simp
  · intro U hU hne
    have hUF := mem_powerset.mp hU
    have hlt := card_lt_card (hUF.ssubset_of_ne hne)
    obtain ⟨M, hM⟩ : ∃ M, F.card - U.card = M + 1 := ⟨F.card - U.card - 1, by omega⟩
    rw [← sum_mul, coeff U hUF, hM, partial_alternating_sum, Nat.choose_succ_self]
    simp
  · intro h
    exact absurd (mem_powerset_self F) h
```

The statement is \(\sum_{S\subseteq F}D(S)=E(F)\). Insert the definition of \(D\) and exchange the sums:

\[
\sum_{S\subseteq F}D(S)=\sum_{U\subseteq F}E(U)\sum_{U\subseteq S\subseteq F}(-1)^{|S|-|U|}.
\]

With \(d=|F|-|U|\), the inner sum is \(\sum_{j=0}^{d}(-1)^j\binom{d}{j}\). For \(U=F\) it equals 1. Otherwise \(d=M+1\) for some \(M\ge 0\), and the first counting lemma gives \((-1)^{M+1}\binom{M}{M+1}=0\). Only \(E(F)\) remains.

The exchange is `Finset.sum_comm'`. `Finset.sum_eq_single F` then asks for the value at \(F\) and for the vanishing of every other term.

```lean
/-- A function on clusters obeys the recursion "energy minus the values on all proper
subclusters" exactly when it is the many-body increment. -/
theorem recursion_iff (E D : Finset ι → ℝ) :
    (∀ S, D S = E S - ∑ T ∈ S.ssubsets, D T) ↔ D = increment E := by
  have hrec : ∀ S, increment E S = E S - ∑ T ∈ S.ssubsets, increment E T := by
    intro S
    have h := Finset.add_sum_erase S.powerset (increment E) (mem_powerset_self S)
    rw [sum_increment] at h
    change _ = E S - ∑ T ∈ S.powerset.erase S, increment E T
    linarith
  constructor
  · intro hD
    funext S
    induction S using Finset.strongInduction with
    | H S ih =>
      rw [hD S, hrec S, sum_congr rfl (fun T hT => ih T (mem_ssubsets.mp hT))]
  · rintro rfl
    exact hrec
```

This connects the alternating sum with the usual definition. `S.ssubsets` contains the proper subsets of `S`, and `↔` means "if and only if": a function \(D\) satisfies

\[
D(S)=E(S)-\sum_{T\subsetneq S}D(T)\quad\text{for all }S
\]

exactly when it is `increment E`.

To see that the increment satisfies the recursion, apply the previous theorem to \(S\) and move the terms with \(T\ne S\) to the other side; this is `hrec`. For uniqueness, suppose that \(D\) obeys the recursion and agrees with the increment on all proper subclusters of \(S\). Both recursions then have the same right side, so the two agree on \(S\) as well. `Finset.strongInduction` supplies this induction over subclusters.

## The weights below full order

```lean
/-- For `N` fragments and order `n < N`, the truncated many-body expansion is a sum of
cluster energies, a cluster of `m ≤ n` fragments having the weight
`(-1)^(n-m) * choose (N-m-1) (n-m)`. -/
theorem truncated_eq (E : Finset ι → ℝ) (F : Finset ι) (n : ℕ) (hn : n < F.card) :
    truncated E F n = ∑ T ∈ F.powerset.filter (fun T => T.card ≤ n),
      (-1 : ℝ) ^ (n - T.card) * ((F.card - T.card - 1).choose (n - T.card) : ℝ) * E T := by
  have swap : truncated E F n = ∑ U ∈ F.powerset.filter (fun U => U.card ≤ n),
      ∑ S ∈ (F.powerset.filter (fun S => U ⊆ S)).filter (fun S => S.card ≤ n),
        (-1 : ℝ) ^ (S.card - U.card) * E U := by
    unfold truncated increment
    refine Finset.sum_comm' ?_
    intro S U
    simp only [mem_filter, mem_powerset]
    exact ⟨fun h => ⟨⟨⟨h.1.1, h.2⟩, h.1.2⟩, h.2.trans h.1.1, (card_le_card h.2).trans h.1.2⟩,
      fun h => ⟨⟨h.1.1.1, h.1.2⟩, h.1.1.2⟩⟩
  rw [swap]
  refine sum_congr rfl fun U hU => ?_
  obtain ⟨hU1, hUn⟩ := mem_filter.mp hU
  have hUF := mem_powerset.mp hU1
  obtain ⟨M, hM⟩ : ∃ M, F.card - U.card = M + 1 := ⟨F.card - U.card - 1, by omega⟩
  -- express the cutoff through the number of added fragments
  have cut : ∑ S ∈ F.powerset.filter (fun S => U ⊆ S),
      (if S.card ≤ n then (-1 : ℝ) ^ (S.card - U.card) else 0)
      = ∑ j ∈ range (F.card - U.card + 1),
        (if j ≤ n - U.card then (-1 : ℝ) ^ j else 0) * ((F.card - U.card).choose j : ℝ) := by
    refine Eq.trans ?_
      (sum_between hUF (fun j => if j ≤ n - U.card then (-1 : ℝ) ^ j else 0))
    refine sum_congr rfl fun S hS => ?_
    have hc := card_le_card (mem_filter.mp hS).2
    have hiff : S.card ≤ n ↔ S.card - U.card ≤ n - U.card := by omega
    simp only [hiff]
  rw [← sum_mul, sum_filter, cut, hM, Nat.add_sub_cancel, ← partial_alternating_sum]
  congr 1
  symm
  -- orders above the cutoff contribute nothing
  have hsub : range (n - U.card + 1) ⊆ range (M + 1 + 1) := by
    intro j hj
    rw [mem_range] at hj ⊢
    omega
  rw [← Finset.sum_subset hsub]
  · refine sum_congr rfl fun j hj => ?_
    have hj' : j ≤ n - U.card := by
      rw [mem_range] at hj
      omega
    simp only [if_pos hj']
  · intro j _ hj
    have hj' : ¬ j ≤ n - U.card := by
      rw [mem_range] at hj
      omega
    simp only [if_neg hj', zero_mul]
```

This is the main identity. The hypothesis `hn : n < F.card` says \(n<N\). Since \(m\le n<N\), the differences \(n-m\) and \(N-m-1\) are ordinary non-negative integers.

Exchange the sums as before, now with the cutoff:

\[
\sum_{\substack{S\subseteq F\\|S|\le n}}D(S)=\sum_{\substack{U\subseteq F\\|U|\le n}}E(U)\sum_{\substack{U\subseteq S\subseteq F\\|S|\le n}}(-1)^{|S|-|U|}.
\]

Let \(m=|U|\). At most \(n-m\) fragments may be added to \(U\), so the inner sum is

\[
\sum_{j=0}^{n-m}(-1)^j\binom{N-m}{j}=(-1)^{n-m}\binom{N-m-1}{n-m},
\]

by the first counting lemma with \(M=N-m-1\) and \(k=n-m\). Renaming \(U\) to \(T\) gives the stated formula.

In Lean, `swap` is the exchange. The second counting lemma has no cutoff of its own, so the step `cut` puts it into the weight: \(g(j)\) is \((-1)^j\) for \(j\le n-m\) and zero beyond. `Finset.sum_subset` then removes the zero terms, leaving the partial sum that `partial_alternating_sum` evaluates.

```lean
/-- For order `n < N`, the truncated expansion needs only the total energy of all clusters
of each size `m ≤ n`, with one weight per size. -/
theorem truncated_by_size (E : Finset ι → ℝ) (F : Finset ι) (n : ℕ) (hn : n < F.card) :
    truncated E F n = ∑ m ∈ range (n + 1),
      (-1 : ℝ) ^ (n - m) * ((F.card - m - 1).choose (n - m) : ℝ)
        * ∑ T ∈ F.powersetCard m, E T := by
  have hmaps : ∀ T ∈ F.powerset.filter (fun T => T.card ≤ n), T.card ∈ range (n + 1) :=
    fun T hT => mem_range.mpr (Nat.lt_succ_of_le (mem_filter.mp hT).2)
  rw [truncated_eq E F n hn, ← Finset.sum_fiberwise_of_maps_to hmaps]
  refine sum_congr rfl fun m hm => ?_
  have hm' := mem_range.mp hm
  rw [mul_sum]
  refine sum_congr ?_ fun T hT => by rw [(mem_powersetCard.mp hT).2]
  ext T
  simp only [mem_filter, mem_powerset, mem_powersetCard]
  exact ⟨fun h => ⟨h.1.1, h.2⟩, fun h => ⟨⟨h.1, by omega⟩, h.2⟩⟩
```

The weight depends only on the size of the cluster, so the energies can be added up size by size:

\[
\sum_{\substack{S\subseteq F\\|S|\le n}}D(S)=\sum_{m=0}^{n}(-1)^{n-m}\binom{N-m-1}{n-m}\sum_{\substack{T\subseteq F\\|T|=m}}E(T).
\]

`F.powersetCard m` is the set of subclusters with exactly `m` fragments. The proof starts from `truncated_eq`, groups the terms by size with `Finset.sum_fiberwise_of_maps_to`, and takes the common weight out of each group.

## Full order and the two-body formula

```lean
/-- The expansion is exact once its order reaches the number of fragments. -/
theorem truncated_exact (E : Finset ι → ℝ) (F : Finset ι) (n : ℕ) (hn : F.card ≤ n) :
    truncated E F n = E F := by
  unfold truncated
  rw [filter_true_of_mem fun S hS => (card_le_card (mem_powerset.mp hS)).trans hn,
    sum_increment]
```

When \(N\le n\), the cutoff excludes no subcluster of \(F\). The truncated sum is then the sum of all increments, which `sum_increment` has shown to be \(E(F)\).

```lean
/-- If the empty cluster has zero energy, the two-body expansion for `N` fragments is the
sum of all pair energies minus `N - 2` times the sum of all monomer energies. -/
theorem two_body (E : Finset ι → ℝ) (hE : E ∅ = 0) (F : Finset ι) :
    truncated E F 2 = ∑ T ∈ F.powersetCard 2, E T
      - ((F.card : ℝ) - 2) * ∑ i ∈ F, E {i} := by
  rcases lt_or_ge 2 F.card with h | h
  · have h1 : ∑ T ∈ F.powersetCard 1, E T = ∑ i ∈ F, E {i} := by
      rw [powersetCard_one, sum_map]
      rfl
    have hsum : ∀ f : ℕ → ℝ, ∑ m ∈ range (2 + 1), f m = f 0 + f 1 + f 2 := by
      intro f
      simp [sum_range_succ]
    have hc : ((F.card - 1 - 1).choose (2 - 1) : ℝ) = (F.card : ℝ) - 2 := by
      rw [show 2 - 1 = 1 from rfl, Nat.choose_one_right, Nat.sub_sub,
        Nat.cast_sub (by omega)]
      norm_num
    have hd : ((F.card - 2 - 1).choose (2 - 2) : ℝ) = 1 := by simp
    rw [truncated_by_size E F 2 h, hsum, h1, hc, hd, powersetCard_zero, sum_singleton, hE]
    ring
  · -- with at most two fragments the expansion is already exact
    rw [truncated_exact E F 2 h]
    obtain h0 | h1 | h2 : F.card = 0 ∨ F.card = 1 ∨ F.card = 2 := by omega
    · rw [powersetCard_eq_empty.2 (by omega), card_eq_zero.mp h0, hE]
      simp
    · rw [powersetCard_eq_empty.2 (by omega)]
      obtain ⟨a, rfl⟩ := card_eq_one.mp h1
      rw [sum_singleton, card_singleton, sum_empty]
      push_cast
      ring
    · have hp : F.powersetCard 2 = {F} := by
        rw [← h2]
        exact powersetCard_self F
      rw [hp, sum_singleton, h2]
      push_cast
      ring

end ManyBodyExpansion
```

The hypothesis `hE` sets \(E(\emptyset)=0\): with no fragments present there is no energy. A background with an energy of its own would have to be subtracted first. The result is

\[
\sum_{\substack{S\subseteq F\\|S|\le 2}}D(S)=\sum_{\substack{T\subseteq F\\|T|=2}}E(T)-(N-2)\sum_{i\in F}E(\{i\}),
\]

for every \(N\), including 0, 1 and 2. The subtraction \(N-2\) is done in the real numbers, so it may be negative.

For \(N>2\), put \(n=2\) in the formula by size. The empty cluster contributes \(\binom{N-1}{2}E(\emptyset)=0\), monomers have weight \(-\binom{N-2}{1}=-(N-2)\), and pairs have weight 1.

For \(N\le 2\) the left side is \(E(F)\) by `truncated_exact`, and the right side is checked case by case. With no fragments both sides vanish. With one fragment there are no pairs, and \(-(1-2)E(\{a\})=E(\{a\})\). With two, the monomer term vanishes and the only pair is \(F\) itself. `rcases` separates the two ranges of \(N\), and `obtain` splits the second into these three cases.

```lean
#print axioms ManyBodyExpansion.recursion_iff
-- 'ManyBodyExpansion.recursion_iff' depends on axioms: [propext, Classical.choice, Quot.sound]
#print axioms ManyBodyExpansion.truncated_eq
-- 'ManyBodyExpansion.truncated_eq' depends on axioms: [propext, Classical.choice, Quot.sound]
#print axioms ManyBodyExpansion.two_body
-- 'ManyBodyExpansion.two_body' depends on axioms: [propext, Classical.choice, Quot.sound]
```
